# REDOR dephasing of isolated spin-1/2 pairs in a powder equals (16/15) l² to within (128/315) l⁴

Time $s$ is counted in rotor periods, $d$ is the dipolar coupling in hertz times the rotor period, and $l=Nd$ is the dimensionless dephasing time after $N$ periods. The sample spins at the magic angle, and ideal inversion pulses act every half rotor period on one of the two nuclei of each pair, which are of different species. A crystallite whose internuclear vector has azimuth $\alpha$ and polar angle $\beta$ in a frame fixed to the rotor, with the rotor axis as polar axis, acquires the phase $\Phi=4\sqrt2\,l\sin\beta\cos\beta\sin\alpha$, and the dephasing $R(l)$, the fraction of the signal lost through this phase, is the average of $1-\cos\Phi$ over $\alpha\in[0,2\pi]$, $\beta\in[0,\pi]$ with weight $\sin\beta/(4\pi)$.

In Lean 4 with Mathlib:

```lean
import Mathlib

open Real Filter Topology

namespace RedorDephasing

noncomputable section

/-- Heteronuclear dipolar frequency under magic-angle spinning, with time `s` in rotor periods and
`d` the dipolar coupling in hertz times the rotor period, for a pair of spins 1/2. -/
def masFrequency (d α β s : ℝ) : ℝ :=
  π * d * (sin β ^ 2 * cos (2 * (α + 2 * π * s)) - √2 * sin (2 * β) * cos (α + 2 * π * s))

/-- REDOR phase of a crystallite with orientation `(α, β)` at dimensionless dephasing time `l`. -/
def redorPhase (l α β : ℝ) : ℝ := 4 * √2 * l * sin β * cos β * sin α

/-- Powder average over the sphere, with azimuth `α`, polar angle `β` and weight
`sin β / (4 π)`. -/
def sphereAverage (f : ℝ → ℝ → ℝ) : ℝ :=
  ∫ α in (0 : ℝ)..(2 * π), ∫ β in (0 : ℝ)..π, f α β * (sin β / (4 * π))

/-- REDOR dephasing of a powder: the sphere average of one minus the cosine of the phase. -/
def redorDephasing (l : ℝ) : ℝ := sphereAverage fun α β => 1 - cos (redorPhase l α β)

/-- If the sign of the dipolar frequency is reversed in the second half of each rotor period,
the phase accumulated over `N` periods is the REDOR phase at `l = N d`. -/
theorem accumulated_phase (N : ℕ) (d α β : ℝ) :
    ∑ k ∈ Finset.range N, ((∫ s in (k : ℝ)..((k : ℝ) + 1 / 2), masFrequency d α β s)
      - ∫ s in ((k : ℝ) + 1 / 2)..((k : ℝ) + 1), masFrequency d α β s)
      = redorPhase (N * d) α β := by
  have hF : ∀ s, HasDerivAt (fun s => d * (sin β ^ 2 * sin (2 * (α + 2 * π * s)) / 4
      - √2 * sin (2 * β) * sin (α + 2 * π * s) / 2)) (masFrequency d α β s) s := by
    intro s
    have h1 : HasDerivAt (fun s => α + 2 * π * s) (2 * π) s := by
      simpa using ((hasDerivAt_id' s).const_mul (2 * π)).const_add α
    have h := ((((h1.const_mul 2).sin.const_mul (sin β ^ 2)).div_const 4).fun_sub
      ((h1.sin.const_mul (√2 * sin (2 * β))).div_const 2)).const_mul d
    exact h.congr_deriv (by unfold masFrequency; ring)
  have hc : Continuous (fun s => masFrequency d α β s) := by
    unfold masFrequency; fun_prop
  have hI : ∀ a b : ℝ, ∫ s in a..b, masFrequency d α β s
      = d * (sin β ^ 2 * sin (2 * (α + 2 * π * b)) / 4
          - √2 * sin (2 * β) * sin (α + 2 * π * b) / 2)
        - d * (sin β ^ 2 * sin (2 * (α + 2 * π * a)) / 4
          - √2 * sin (2 * β) * sin (α + 2 * π * a) / 2) := by
    intro a b
    have h := intervalIntegral.integral_eq_sub_of_hasDerivAt (a := a) (b := b)
      (fun s _ => hF s) (hc.intervalIntegrable a b)
    exact h
  -- each rotor period contributes the same phase
  have hk : ∀ k : ℕ, ((∫ s in (k : ℝ)..((k : ℝ) + 1 / 2), masFrequency d α β s)
      - ∫ s in ((k : ℝ) + 1 / 2)..((k : ℝ) + 1), masFrequency d α β s)
      = redorPhase d α β := by
    intro k
    have e1 : sin (α + 2 * π * (k : ℝ)) = sin α := by
      rw [show α + 2 * π * (k : ℝ) = α + k * (2 * π) by ring, Real.sin_add_nat_mul_two_pi]
    have e2 : sin (α + 2 * π * ((k : ℝ) + 1 / 2)) = -sin α := by
      rw [show α + 2 * π * ((k : ℝ) + 1 / 2) = (α + k * (2 * π)) + π by ring,
        Real.sin_add_pi, Real.sin_add_nat_mul_two_pi]
    have e3 : sin (α + 2 * π * ((k : ℝ) + 1)) = sin α := by
      rw [show α + 2 * π * ((k : ℝ) + 1) = (α + k * (2 * π)) + 2 * π by ring,
        Real.sin_add_two_pi, Real.sin_add_nat_mul_two_pi]
    have g1 : sin (2 * (α + 2 * π * (k : ℝ))) = sin (2 * α) := by
      rw [show 2 * (α + 2 * π * (k : ℝ)) = 2 * α + ((2 * k : ℕ) : ℝ) * (2 * π) by
        push_cast; ring, Real.sin_add_nat_mul_two_pi]
    have g2 : sin (2 * (α + 2 * π * ((k : ℝ) + 1 / 2))) = sin (2 * α) := by
      rw [show 2 * (α + 2 * π * ((k : ℝ) + 1 / 2))
        = 2 * α + ((2 * k + 1 : ℕ) : ℝ) * (2 * π) by push_cast; ring,
        Real.sin_add_nat_mul_two_pi]
    have g3 : sin (2 * (α + 2 * π * ((k : ℝ) + 1))) = sin (2 * α) := by
      rw [show 2 * (α + 2 * π * ((k : ℝ) + 1))
        = 2 * α + ((2 * k + 2 : ℕ) : ℝ) * (2 * π) by push_cast; ring,
        Real.sin_add_nat_mul_two_pi]
    rw [hI, hI, e1, e2, e3, g1, g2, g3, Real.sin_two_mul β]
    unfold redorPhase
    ring
  rw [Finset.sum_congr rfl (fun k _ => hk k), Finset.sum_const, Finset.card_range,
    nsmul_eq_mul]
  unfold redorPhase
  ring

/-- The fourth-order Taylor polynomial bounds the cosine from above on the whole real line. -/
theorem cos_le_quartic (x : ℝ) : cos x ≤ 1 - x ^ 2 / 2 + x ^ 4 / 24 := by
  have hs : ∀ y : ℝ, HasDerivAt (fun y => sin y - y + y ^ 3 / 6)
      (cos y - 1 + y ^ 2 / 2) y := fun y =>
    (((Real.hasDerivAt_sin y).fun_sub (hasDerivAt_id' y)).fun_add
      ((hasDerivAt_pow 3 y).div_const 6)).congr_deriv (by push_cast; ring)
  have ms : Monotone (fun y : ℝ => sin y - y + y ^ 3 / 6) := by
    refine monotone_of_deriv_nonneg (fun y => (hs y).differentiableAt) fun y => ?_
    rw [(hs y).deriv]
    have h : 1 - y ^ 2 / 2 ≤ cos y := Real.one_sub_sq_div_two_le_cos
    linarith
  have hq : ∀ y : ℝ, HasDerivAt (fun y => y ^ 4 / 24 - y ^ 2 / 2 - cos y)
      (sin y - y + y ^ 3 / 6) y := fun y =>
    ((((hasDerivAt_pow 4 y).div_const 24).fun_sub ((hasDerivAt_pow 2 y).div_const 2)).fun_sub
      (Real.hasDerivAt_cos y)).congr_deriv (by push_cast; ring)
  have mq : MonotoneOn (fun y : ℝ => y ^ 4 / 24 - y ^ 2 / 2 - cos y) (Set.Ici 0) := by
    refine monotoneOn_of_deriv_nonneg (convex_Ici 0)
      (fun y _ => (hq y).continuousAt.continuousWithinAt)
      (fun y _ => (hq y).differentiableAt.differentiableWithinAt) fun y hy => ?_
    rw [(hq y).deriv]
    have hy0 : (0 : ℝ) ≤ y := interior_subset hy
    simpa using ms hy0
  have key : ∀ y : ℝ, 0 ≤ y → cos y ≤ 1 - y ^ 2 / 2 + y ^ 4 / 24 := by
    intro y hy
    have h : (0 : ℝ) ^ 4 / 24 - 0 ^ 2 / 2 - cos 0 ≤ y ^ 4 / 24 - y ^ 2 / 2 - cos y :=
      mq (Set.mem_Ici.mpr le_rfl) (Set.mem_Ici.mpr hy) hy
    rw [Real.cos_zero] at h
    linarith
  rcases le_total 0 x with hx | hx
  · exact key x hx
  · have h := key (-x) (by linarith)
    rw [Real.cos_neg] at h
    linear_combination h

/-- For a continuous function of the two angles, the weighted integrand is continuous in the
polar angle, and its polar integral is continuous in the azimuth. -/
theorem continuous_polar (f : ℝ → ℝ → ℝ) (hf : Continuous fun p : ℝ × ℝ => f p.1 p.2) :
    (∀ α, Continuous fun β => f α β * (sin β / (4 * π))) ∧
      Continuous fun α => ∫ β in (0 : ℝ)..π, f α β * (sin β / (4 * π)) := by
  constructor
  · intro α
    have h : Continuous fun β => f α β :=
      hf.comp (by fun_prop : Continuous fun β : ℝ => (α, β))
    exact h.mul (Real.continuous_sin.div_const _)
  · have h : Continuous (Function.uncurry fun α β => f α β * (sin β / (4 * π))) :=
      hf.mul ((Real.continuous_sin.comp continuous_snd).div_const _)
    exact intervalIntegral.continuous_parametric_intervalIntegral_of_continuous' h 0 π

/-- The sphere average preserves pointwise inequalities between continuous functions. -/
theorem sphereAverage_mono (f g : ℝ → ℝ → ℝ) (hf : Continuous fun p : ℝ × ℝ => f p.1 p.2)
    (hg : Continuous fun p : ℝ × ℝ => g p.1 p.2) (h : ∀ α β, f α β ≤ g α β) :
    sphereAverage f ≤ sphereAverage g := by
  obtain ⟨f1, f2⟩ := continuous_polar f hf
  obtain ⟨g1, g2⟩ := continuous_polar g hg
  refine intervalIntegral.integral_mono_on (by positivity) (f2.intervalIntegrable _ _)
    (g2.intervalIntegrable _ _) fun α _ => ?_
  refine intervalIntegral.integral_mono_on Real.pi_pos.le ((f1 α).intervalIntegrable _ _)
    ((g1 α).intervalIntegrable _ _) fun β hβ => ?_
  exact mul_le_mul_of_nonneg_right (h α β)
    (div_nonneg (Real.sin_nonneg_of_nonneg_of_le_pi hβ.1 hβ.2) (by positivity))

/-- The sphere average of a difference of continuous functions is the difference of their
averages. -/
theorem sphereAverage_sub (f g : ℝ → ℝ → ℝ) (hf : Continuous fun p : ℝ × ℝ => f p.1 p.2)
    (hg : Continuous fun p : ℝ × ℝ => g p.1 p.2) :
    sphereAverage f - sphereAverage g = sphereAverage fun α β => f α β - g α β := by
  obtain ⟨f1, f2⟩ := continuous_polar f hf
  obtain ⟨g1, g2⟩ := continuous_polar g hg
  unfold sphereAverage
  rw [← intervalIntegral.integral_sub (f2.intervalIntegrable _ _) (g2.intervalIntegrable _ _)]
  congr 1
  funext α
  rw [← intervalIntegral.integral_sub ((f1 α).intervalIntegrable _ _)
    ((g1 α).intervalIntegrable _ _)]
  congr 1
  funext β
  ring

/-- The sphere average of a product of an azimuthal and a polar function factorises. -/
theorem sphereAverage_separable (c : ℝ) (g h : ℝ → ℝ) :
    sphereAverage (fun α β => c * (g α * h β))
      = c / (4 * π) * (∫ α in (0 : ℝ)..(2 * π), g α) * ∫ β in (0 : ℝ)..π, h β * sin β := by
  have inner : ∀ α, (∫ β in (0 : ℝ)..π, c * (g α * h β) * (sin β / (4 * π)))
      = (c / (4 * π) * ∫ β in (0 : ℝ)..π, h β * sin β) * g α := by
    intro α
    have e : (fun β => c * (g α * h β) * (sin β / (4 * π)))
        = fun β => (c / (4 * π) * g α) * (h β * sin β) := by
      funext β; ring
    rw [e, intervalIntegral.integral_const_mul]
    ring
  simp only [sphereAverage, inner]
  rw [intervalIntegral.integral_const_mul]
  ring

/-- Half the mean square REDOR phase of a powder is `(16/15) l²`. -/
theorem second_moment (l : ℝ) :
    sphereAverage (fun α β => redorPhase l α β ^ 2 / 2) = 16 / 15 * l ^ 2 := by
  have ha : ∫ α in (0 : ℝ)..(2 * π), sin α ^ 2 = π := by
    have hd : ∀ a : ℝ, HasDerivAt (fun a => a / 2 - sin a * cos a / 2) (sin a ^ 2) a :=
      fun a => (((hasDerivAt_id' a).div_const 2).fun_sub
        (((Real.hasDerivAt_sin a).fun_mul (Real.hasDerivAt_cos a)).div_const 2)).congr_deriv
        (by linear_combination (-(1 / 2)) * Real.sin_sq_add_cos_sq a)
    rw [intervalIntegral.integral_eq_sub_of_hasDerivAt (fun a _ => hd a)
      (Continuous.intervalIntegrable (by fun_prop) _ _)]
    simp only [Real.sin_two_pi, Real.cos_two_pi, Real.sin_zero, Real.cos_zero]
    ring
  have hb : ∫ β in (0 : ℝ)..π, (sin β * cos β) ^ 2 * sin β = 4 / 15 := by
    have hd : ∀ b : ℝ, HasDerivAt (fun b => cos b ^ 5 / 5 - cos b ^ 3 / 3)
        ((sin b * cos b) ^ 2 * sin b) b :=
      fun b => ((((Real.hasDerivAt_cos b).fun_pow 5).div_const 5).fun_sub
        (((Real.hasDerivAt_cos b).fun_pow 3).div_const 3)).congr_deriv (by
          push_cast
          linear_combination (-(sin b * cos b ^ 2)) * Real.sin_sq_add_cos_sq b)
    rw [intervalIntegral.integral_eq_sub_of_hasDerivAt (fun b _ => hd b)
      (Continuous.intervalIntegrable (by fun_prop) _ _)]
    simp only [Real.cos_pi, Real.cos_zero]
    norm_num
  have hf : (fun α β : ℝ => redorPhase l α β ^ 2 / 2)
      = fun α β => (16 * l ^ 2) * (sin α ^ 2 * (sin β * cos β) ^ 2) := by
    funext α β
    have h2 : (√2 : ℝ) ^ 2 = 2 := Real.sq_sqrt (by norm_num)
    unfold redorPhase
    linear_combination (8 * l ^ 2 * sin α ^ 2 * (sin β * cos β) ^ 2) * h2
  rw [hf, sphereAverage_separable (16 * l ^ 2) (fun α => sin α ^ 2)
    (fun β => (sin β * cos β) ^ 2), ha, hb]
  have hpi := Real.pi_ne_zero
  field_simp

/-- The mean fourth power of the REDOR phase of a powder, divided by 24, is `(128/315) l⁴`. -/
theorem fourth_moment (l : ℝ) :
    sphereAverage (fun α β => redorPhase l α β ^ 4 / 24) = 128 / 315 * l ^ 4 := by
  have ha : ∫ α in (0 : ℝ)..(2 * π), sin α ^ 4 = 3 * π / 4 := by
    have hd : ∀ a : ℝ, HasDerivAt
        (fun a => 3 / 8 * a - 3 / 8 * (sin a * cos a) - sin a ^ 3 * cos a / 4) (sin a ^ 4) a :=
      fun a => ((((hasDerivAt_id' a).const_mul (3 / 8)).fun_sub
        (((Real.hasDerivAt_sin a).fun_mul (Real.hasDerivAt_cos a)).const_mul (3 / 8))).fun_sub
        ((((Real.hasDerivAt_sin a).fun_pow 3).fun_mul
          (Real.hasDerivAt_cos a)).div_const 4)).congr_deriv (by
          push_cast
          linear_combination (-(3 / 8 + 3 / 4 * sin a ^ 2)) * Real.sin_sq_add_cos_sq a)
    rw [intervalIntegral.integral_eq_sub_of_hasDerivAt (fun a _ => hd a)
      (Continuous.intervalIntegrable (by fun_prop) _ _)]
    simp only [Real.sin_two_pi, Real.cos_two_pi, Real.sin_zero, Real.cos_zero]
    ring
  have hb : ∫ β in (0 : ℝ)..π, (sin β * cos β) ^ 4 * sin β = 16 / 315 := by
    have hd : ∀ b : ℝ, HasDerivAt
        (fun b => 2 / 7 * cos b ^ 7 - cos b ^ 5 / 5 - cos b ^ 9 / 9)
        ((sin b * cos b) ^ 4 * sin b) b :=
      fun b => (((((Real.hasDerivAt_cos b).fun_pow 7).const_mul (2 / 7)).fun_sub
        (((Real.hasDerivAt_cos b).fun_pow 5).div_const 5)).fun_sub
        (((Real.hasDerivAt_cos b).fun_pow 9).div_const 9)).congr_deriv (by
          push_cast
          linear_combination (-(sin b * cos b ^ 4 * (1 - cos b ^ 2 + sin b ^ 2)))
            * Real.sin_sq_add_cos_sq b)
    rw [intervalIntegral.integral_eq_sub_of_hasDerivAt (fun b _ => hd b)
      (Continuous.intervalIntegrable (by fun_prop) _ _)]
    simp only [Real.cos_pi, Real.cos_zero]
    norm_num
  have hf : (fun α β : ℝ => redorPhase l α β ^ 4 / 24)
      = fun α β => (128 / 3 * l ^ 4) * (sin α ^ 4 * (sin β * cos β) ^ 4) := by
    funext α β
    have h2 : (√2 : ℝ) ^ 2 = 2 := Real.sq_sqrt (by norm_num)
    unfold redorPhase
    linear_combination
      (32 / 3 * l ^ 4 * sin α ^ 4 * (sin β * cos β) ^ 4 * ((√2 : ℝ) ^ 2 + 2)) * h2
  rw [hf, sphereAverage_separable (128 / 3 * l ^ 4) (fun α => sin α ^ 4)
    (fun β => (sin β * cos β) ^ 4), ha, hb]
  have hpi := Real.pi_ne_zero
  field_simp
  ring

/-- At every dephasing time the REDOR dephasing of a powder is at most `(16/15) l²`, and it falls
short of this value by at most `(128/315) l⁴`. -/
theorem redorDephasing_bounds (l : ℝ) :
    16 / 15 * l ^ 2 - 128 / 315 * l ^ 4 ≤ redorDephasing l ∧
      redorDephasing l ≤ 16 / 15 * l ^ 2 := by
  constructor
  · calc 16 / 15 * l ^ 2 - 128 / 315 * l ^ 4
        = sphereAverage (fun α β => redorPhase l α β ^ 2 / 2)
          - sphereAverage (fun α β => redorPhase l α β ^ 4 / 24) := by
          rw [second_moment, fourth_moment]
      _ = sphereAverage (fun α β => redorPhase l α β ^ 2 / 2 - redorPhase l α β ^ 4 / 24) :=
          sphereAverage_sub _ _ (by simp only [redorPhase]; fun_prop)
            (by simp only [redorPhase]; fun_prop)
      _ ≤ redorDephasing l :=
          sphereAverage_mono _ _ (by simp only [redorPhase]; fun_prop)
            (by simp only [redorPhase]; fun_prop)
            (fun α β => by linarith [cos_le_quartic (redorPhase l α β)])
  · rw [← second_moment l]
    refine sphereAverage_mono _ _ (by simp only [redorPhase]; fun_prop)
      (by simp only [redorPhase]; fun_prop) (fun α β => ?_)
    have h : 1 - redorPhase l α β ^ 2 / 2 ≤ cos (redorPhase l α β) :=
      Real.one_sub_sq_div_two_le_cos
    linarith

/-- Parabolic short-time limit: the REDOR dephasing divided by `l²` tends to `16/15` as the
dephasing time `l` tends to zero through nonzero values. -/
theorem redorDephasing_short_time :
    Tendsto (fun l => redorDephasing l / l ^ 2) (𝓝[≠] 0) (𝓝 (16 / 15)) := by
  have hlow : Tendsto (fun l : ℝ => 16 / 15 - 128 / 315 * l ^ 2) (𝓝[≠] 0) (𝓝 (16 / 15)) := by
    have hc : Continuous (fun l : ℝ => 16 / 15 - 128 / 315 * l ^ 2) := by fun_prop
    have h := (hc.tendsto 0).mono_left (nhdsWithin_le_nhds (s := {0}ᶜ))
    simpa using h
  refine tendsto_of_tendsto_of_tendsto_of_le_of_le' hlow tendsto_const_nhds ?_ ?_
  · filter_upwards [self_mem_nhdsWithin] with l hl
    have hl0 : l ≠ 0 := hl
    have hpos : 0 < l ^ 2 := by positivity
    rw [le_div_iff₀ hpos]
    linarith [(redorDephasing_bounds l).1]
  · filter_upwards [self_mem_nhdsWithin] with l hl
    have hl0 : l ≠ 0 := hl
    have hpos : 0 < l ^ 2 := by positivity
    rw [div_le_iff₀ hpos]
    exact (redorDephasing_bounds l).2

end

end RedorDephasing
```

## From the spinning frequency to the phase

The starting point, `masFrequency`, is postulated:

$$\omega(s)=\pi d\left[\sin^2\beta\cos 2(\alpha+2\pi s)-\sqrt2\sin2\beta\cos(\alpha+2\pi s)\right].$$

It stands for the secular heteronuclear coupling of one isolated pair of spin-1/2 nuclei in a sample spinning at the magic angle. In this convention the dipolar coupling in hertz is, up to sign, $\mu_0\gamma_I\gamma_S\hbar/(8\pi^2r^3)$, where $\gamma_I$ and $\gamma_S$ are the gyromagnetic ratios of the two nuclei and $r$ is their distance. Inversion pulses on one of the two nuclei reverse its sign every half period; `accumulated_phase` expresses this by subtracting the integral over the second half of each period. The pulses are therefore instantaneous and perfect, and relaxation is absent.

An antiderivative of $\omega$ is

$$F(s)=d\left[\tfrac14\sin^2\beta\sin2(\alpha+2\pi s)-\tfrac{\sqrt2}{2}\sin2\beta\sin(\alpha+2\pi s)\right].$$

Period $k$ contributes $2F(k+\tfrac12)-F(k)-F(k+1)$. The second harmonic has the same value at all three times and cancels. The first harmonic changes sign at the half period, which leaves

$$2\sqrt2\,d\sin2\beta\sin\alpha=4\sqrt2\,d\sin\beta\cos\beta\sin\alpha.$$

Summing over $k=0,\dots,N-1$ replaces $d$ by $Nd=l$. In the proof, `hF` checks the antiderivative, `hI` evaluates the integrals and `hk` treats one period.

## Two bounds on the cosine

For every real $x$,

$$1-\frac{x^2}{2}\le\cos x\le1-\frac{x^2}{2}+\frac{x^4}{24}.$$

The left inequality comes from Mathlib. It makes the derivative of $\sin y-y+y^3/6$ nonnegative, so this function, zero at $y=0$, is nonnegative for $y\ge0$. It is in turn the derivative of $y^4/24-y^2/2-\cos y$, which therefore never falls below its initial value $-1$. That is the right inequality for $x\ge0$, and evenness gives the rest. The lemma `cos_le_quartic` follows these steps through `ms`, `mq` and `key`.

With $x=\Phi$,

$$\frac{\Phi^2}{2}-\frac{\Phi^4}{24}\le1-\cos\Phi\le\frac{\Phi^2}{2}.$$

## Averaging over the powder

Because $\sin\beta\ge0$ on $[0,\pi]$, averaging preserves these inequalities (`sphereAverage_mono`). `sphereAverage_sub` splits the average of the difference, and `continuous_polar` supplies the continuity that both lemmas need for integrability.

The two moments factorise, by `sphereAverage_separable`. Squaring the phase gives

$$\frac{\Phi^2}{2}=16l^2\sin^2\alpha\,(\sin\beta\cos\beta)^2,\qquad
\frac{\Phi^4}{24}=\frac{128}{3}l^4\sin^4\alpha\,(\sin\beta\cos\beta)^4.$$

The azimuthal integrals of $\sin^2\alpha$ and $\sin^4\alpha$ are $\pi$ and $3\pi/4$, since the mean values are $1/2$ and $3/8$. With $u=\cos\beta$ the polar integrals are

$$\int_{-1}^{1}(1-u^2)u^2\,du=\frac{4}{15},\qquad
\int_{-1}^{1}(1-u^2)^2u^4\,du=\frac{16}{315}.$$

Hence the averages are

$$\frac{16l^2}{4\pi}\,\pi\,\frac{4}{15}=\frac{16}{15}l^2,\qquad
\frac{128\,l^4}{3\cdot4\pi}\,\frac{3\pi}{4}\,\frac{16}{315}=\frac{128}{315}l^4.$$

`second_moment` and `fourth_moment` use explicit antiderivatives, whose derivatives `linear_combination` checks with $\sin^2+\cos^2=1$. The theorem `redorDephasing_bounds` then states, for every real $l$,

$$\frac{16}{15}l^2-\frac{128}{315}l^4\le R(l)\le\frac{16}{15}l^2.$$

Here $l$ may be any real number, although the pulse sequence produces only the values $Nd$.

## The short-time limit

At $l=0$ both bounds vanish, so $R(0)=0$. For $l\ne0$, division by $l^2$ gives

$$\frac{16}{15}-\frac{128}{315}l^2\le\frac{R(l)}{l^2}\le\frac{16}{15},$$

and squeezing yields $R(l)/l^2\to16/15$. This is `redorDephasing_short_time`, where `𝓝[≠] 0` means that $l$ approaches zero through nonzero values.

For an isolated spin-1/2 pair under ideal pulses, the initial curvature of a REDOR curve thus gives the magnitude of the dipolar coupling. The parabola exceeds $R(l)$ by at most the fraction $8l^2/21$ of its own value, so the estimate is good for small $|l|$; at large $|l|$ the lower bound is negative and says nothing useful.

```lean
#print axioms RedorDephasing.accumulated_phase
#print axioms RedorDephasing.redorDephasing_bounds
#print axioms RedorDephasing.redorDephasing_short_time
```

```
'RedorDephasing.accumulated_phase' depends on axioms: [propext, Classical.choice, Quot.sound]
'RedorDephasing.redorDephasing_bounds' depends on axioms: [propext, Classical.choice, Quot.sound]
'RedorDephasing.redorDephasing_short_time' depends on axioms: [propext, Classical.choice, Quot.sound]
```
